# McWeeny purification of a real symmetric matrix is a gradient step on Tr((P² − P)²)

## A correct density matrix spoiled

Apply the purification formula 3P² − 2P³ in a basis that is not orthonormal, and it can damage a density matrix that needed no repair. Take a single basis function with self-overlap S = 4. The matrix P = 1/4 describes one filled orbital, since PSP = P. The formula nevertheless turns it into 5/32. The version with overlap factors, 3PSP − 2PSPSP, leaves it at 1/4.

Both formulas come from one function. It measures how far a real symmetric matrix, written in an orthonormal basis, is from being a density matrix of a single determinant.

## The idempotency error

In an orthonormal basis, the one-particle density matrix P of a single determinant satisfies P² = P. Its eigenvalues are occupations 0 or 1, with P normalised so that a filled orbital counts as 1. Truncation or extrapolation usually breaks this condition. The violation is measured by

Ω(P) = Tr((P² − P)²).

For symmetric P this is the sum of (p² − p)² over the eigenvalues p. Purification reduces such errors, when they are small, by matrix multiplication, without diagonalisation, which suits linear-scaling electronic-structure methods; the results here concern a single step on finite real matrices, with no truncation.

## What is stated

The entries of a `Matrix n n ℝ` are labelled by a finite index set `n`, whose size is written N below. The definitions `idempotencyError`, `gradient`, `mcweenyStep` and `overlapStep` are Ω(P), G(P) = 4P³ − 6P² + 2P, 3P² − 2P³ and 3PSP − 2PSPSP.

- For all real square P and D, the function s ↦ Ω(P + sD) has derivative Tr(G(P) D) at s = 0. This is the meaning of `HasDerivAt … 0`. No other matrix in place of G(P) gives the derivative along every D.
- If P is symmetric and G(P) ≠ 0, the derivative of Ω along −G(P) is strictly negative.
- For every P, P − G(P)/2 = 3P² − 2P³.
- Let S = R² with R invertible (`IsUnit R`), and let Q = RPR. Then RXR = Q − G(Q)/2 holds exactly when X = 3PSP − 2PSPSP.
- At P = I/2, where I is the identity, G vanishes and Ω = N/16.

Physically, S is the overlap matrix of linearly independent basis functions, R is its symmetric square root, and Q is the density matrix in the orthogonalised basis. The theorem takes R as given and needs neither its symmetry nor the positivity of S.

Symmetry of P matters for the word "gradient". With the inner product Tr(X Yᵀ), the gradient of Ω is G(P)ᵀ, which equals G(P) when P is symmetric.

The descent statement is first-order and does not promise that the full step with factor 1/2 lowers Ω. For the 1×1 matrix P = 2, the step gives −4, and Ω rises from 4 to 400. Convergence of repeated steps, conservation of electron number and complex Hermitian matrices are not treated.

## The derivative by hand

Write A = P² − P. Expanding in s, with the order of the factors kept, gives

(P + sD)² − (P + sD) = A + sB + s²C, where B = PD + DP − D and C = D².

The trace of the square of this matrix is a quartic in s. Its linear coefficient is the derivative at s = 0:

Tr(AB + BA) = 2 Tr(AB) = 2 Tr(APD) + 2 Tr(ADP) − 2 Tr(AD).

By cyclicity, Tr(ADP) = Tr(PAD), so the derivative is Tr((2AP + 2PA − 2A)D). Since A is a polynomial in P, it commutes with P, and the bracket becomes

4PA − 2A = 4P³ − 4P² − 2P² + 2P = 4P³ − 6P² + 2P = G.

Suppose that a matrix K also satisfies Tr(KD) = Tr(GD) for every D. Choosing D = (K − G)ᵀ gives

Tr((K − G)(K − G)ᵀ) = 0.

The left side is the sum of the squares of all entries of K − G, so K = G.

If P is symmetric, so is G, and the derivative along −G is −Tr(G²) = −Tr(GGᵀ). This is negative unless G = 0.

## The step in both bases

Half of G is 2P³ − 3P² + P, so

P − G/2 = 3P² − 2P³.

For Q = RPR and S = R², each inner pair RR becomes S:

Q² = R(PSP)R and Q³ = R(PSPSP)R.

Therefore

3Q² − 2Q³ = R(3PSP − 2PSPSP)R.

If RXR equals this matrix, cancelling the invertible R on both sides leaves X = 3PSP − 2PSPSP.

## A stationary point that is not idempotent

At P = I/2,

G = (4/8 − 6/4 + 1)I = 0 and P² − P = −I/4.

Hence Ω = N/16, which is positive for N ≥ 1. The purification step leaves this matrix unchanged, although every occupation is one half.

## The Lean file

```lean
import Mathlib

open scoped Matrix

namespace McWeenyGradient

noncomputable section

variable {n : Type*} [Fintype n]

/-- The trace of `A Aᵀ` is strictly positive for every nonzero real square matrix `A`. -/
theorem trace_mul_transpose_pos {A : Matrix n n ℝ} (h : A ≠ 0) :
    0 < Matrix.trace (A * Aᵀ) := by
  have e : Matrix.trace (A * Aᵀ) = ∑ i, ∑ j, A i j ^ 2 := by
    simp [Matrix.trace, Matrix.mul_apply, sq]
  obtain ⟨i, j, hij⟩ : ∃ i j, A i j ≠ 0 := by
    by_contra! hc
    exact h (Matrix.ext hc)
  rw [e]
  -- a sum of squares with one nonzero term
  exact Finset.sum_pos' (fun i _ => Finset.sum_nonneg fun j _ => sq_nonneg _)
    ⟨i, Finset.mem_univ i, Finset.sum_pos' (fun j _ => sq_nonneg _)
      ⟨j, Finset.mem_univ j, by positivity⟩⟩

variable [DecidableEq n]

/-- The idempotency error `Tr((P² - P)²)` of a trial density matrix `P`. -/
def idempotencyError (P : Matrix n n ℝ) : ℝ := Matrix.trace ((P ^ 2 - P) ^ 2)

/-- The matrix `G = 4P³ - 6P² + 2P`. -/
def gradient (P : Matrix n n ℝ) : Matrix n n ℝ :=
  (4 : ℝ) • P ^ 3 - (6 : ℝ) • P ^ 2 + (2 : ℝ) • P

/-- The McWeeny purification step `3P² - 2P³` in an orthonormal basis. -/
def mcweenyStep (P : Matrix n n ℝ) : Matrix n n ℝ :=
  (3 : ℝ) • P ^ 2 - (2 : ℝ) • P ^ 3

/-- The purification step `3PSP - 2PSPSP` in a basis with overlap matrix `S`. -/
def overlapStep (S P : Matrix n n ℝ) : Matrix n n ℝ :=
  (3 : ℝ) • (P * S * P) - (2 : ℝ) • (P * S * P * S * P)

/-- Along the path `A + sB + s²C`, the trace of the squared matrix has
derivative `2 Tr(AB)` at `s = 0`. -/
theorem hasDerivAt_trace_sq (A B C : Matrix n n ℝ) :
    HasDerivAt (fun s : ℝ => Matrix.trace ((A + s • B + s ^ 2 • C) ^ 2))
      (2 * Matrix.trace (A * B)) 0 := by
  have quartic : ∀ c₀ c₁ c₂ c₃ c₄ : ℝ, HasDerivAt
      (fun s : ℝ => c₀ + s * c₁ + s ^ 2 * c₂ + s ^ 3 * c₃ + s ^ 4 * c₄) c₁ 0 := by
    intro c₀ c₁ c₂ c₃ c₄
    have h := (((((hasDerivAt_id' (0 : ℝ)).mul_const c₁).const_add c₀).fun_add
      ((hasDerivAt_pow 2 (0 : ℝ)).mul_const c₂)).fun_add
      ((hasDerivAt_pow 3 (0 : ℝ)).mul_const c₃)).fun_add
      ((hasDerivAt_pow 4 (0 : ℝ)).mul_const c₄)
    exact h.congr_deriv (by norm_num)
  -- expand the square in powers of s
  have hf : (fun s : ℝ => Matrix.trace ((A + s • B + s ^ 2 • C) ^ 2)) =
      fun s : ℝ => Matrix.trace (A * A) + s * Matrix.trace (A * B + B * A)
        + s ^ 2 * Matrix.trace (A * C + C * A + B * B)
        + s ^ 3 * Matrix.trace (B * C + C * B) + s ^ 4 * Matrix.trace (C * C) := by
    funext s
    have e : (A + s • B + s ^ 2 • C) ^ 2 = A * A + s • (A * B + B * A)
        + s ^ 2 • (A * C + C * A + B * B) + s ^ 3 • (B * C + C * B)
        + s ^ 4 • (C * C) := by
      rw [pow_two (A + s • B + s ^ 2 • C)]
      simp only [add_mul, mul_add, smul_mul_assoc, mul_smul_comm]
      module
    rw [e]
    simp only [Matrix.trace_add, Matrix.trace_smul, smul_eq_mul]
  rw [hf]
  refine (quartic _ _ _ _ _).congr_deriv ?_
  rw [Matrix.trace_add, Matrix.trace_mul_comm B A]
  ring

/-- The derivative of the idempotency error at `P` along any direction `D` is `Tr(G D)`,
with `G = 4P³ - 6P² + 2P`. -/
theorem hasDerivAt_idempotencyError (P D : Matrix n n ℝ) :
    HasDerivAt (fun s : ℝ => idempotencyError (P + s • D))
      (Matrix.trace (gradient P * D)) 0 := by
  have hf : (fun s : ℝ => idempotencyError (P + s • D)) = fun s : ℝ =>
      Matrix.trace (((P ^ 2 - P) + s • (P * D + D * P - D) + s ^ 2 • (D * D)) ^ 2) := by
    funext s
    have e : (P + s • D) ^ 2 - (P + s • D) =
        (P ^ 2 - P) + s • (P * D + D * P - D) + s ^ 2 • (D * D) := by
      rw [pow_two (P + s • D), pow_two P]
      simp only [add_mul, mul_add, smul_mul_assoc, mul_smul_comm]
      module
    rw [idempotencyError, e]
  rw [hf]
  refine (hasDerivAt_trace_sq _ _ _).congr_deriv ?_
  obtain ⟨A, hA⟩ : ∃ A, A = P ^ 2 - P := ⟨_, rfl⟩
  have hG : gradient P * D =
      (2 : ℝ) • (A * P * D) + (2 : ℝ) • (P * A * D) - (2 : ℝ) • (A * D) := by
    rw [hA, gradient]
    simp only [pow_succ, pow_zero, one_mul, add_mul, sub_mul, mul_sub,
      smul_mul_assoc, mul_assoc]
    module
  -- cyclicity of the trace brings D to the right
  have hc : Matrix.trace (A * D * P) = Matrix.trace (P * A * D) :=
    Matrix.trace_mul_cycle A D P
  rw [← hA, hG]
  simp only [mul_add, mul_sub, ← mul_assoc, Matrix.trace_add, Matrix.trace_sub,
    Matrix.trace_smul, smul_eq_mul]
  linarith

/-- If `Tr(K D)` is the derivative of the idempotency error at `P` along every direction `D`,
then `K = 4P³ - 6P² + 2P`. -/
theorem gradient_unique (P K : Matrix n n ℝ)
    (h : ∀ D : Matrix n n ℝ, HasDerivAt (fun s : ℝ => idempotencyError (P + s • D))
      (Matrix.trace (K * D)) 0) : K = gradient P := by
  by_contra hne
  -- test with the direction (K - G)ᵀ
  have hpos := trace_mul_transpose_pos (sub_ne_zero.mpr hne)
  have e := (h (K - gradient P)ᵀ).unique (hasDerivAt_idempotencyError P _)
  rw [sub_mul, Matrix.trace_sub, e] at hpos
  linarith

/-- For a symmetric `P` with `G ≠ 0`, the idempotency error has a strictly negative
derivative along `-G`. -/
theorem deriv_neg_gradient_lt_zero (P : Matrix n n ℝ) (hP : Pᵀ = P)
    (hG : gradient P ≠ 0) :
    deriv (fun s : ℝ => idempotencyError (P + s • (-gradient P))) 0 < 0 := by
  have hsymm : (gradient P)ᵀ = gradient P := by
    simp [gradient, Matrix.transpose_pow, hP]
  have hpos := trace_mul_transpose_pos hG
  rw [hsymm] at hpos
  rw [(hasDerivAt_idempotencyError P _).deriv, mul_neg, Matrix.trace_neg]
  linarith

/-- A step of length `1/2` along `-G` is the McWeeny step: `P - G/2 = 3P² - 2P³`. -/
theorem half_gradient_step (P : Matrix n n ℝ) :
    P - (1 / 2 : ℝ) • gradient P = mcweenyStep P := by
  unfold gradient mcweenyStep
  module

/-- If `S = R²`, the McWeeny step of `RPR` equals `R (3PSP - 2PSPSP) R`. -/
theorem mcweenyStep_congruence (R S P : Matrix n n ℝ) (hS : S = R * R) :
    mcweenyStep (R * P * R) = R * overlapStep S P * R := by
  subst hS
  simp only [mcweenyStep, overlapStep, pow_succ, pow_zero, one_mul, mul_sub, sub_mul,
    smul_mul_assoc, mul_smul_comm, mul_assoc]

/-- Let `S = R²` with `R` invertible, and `Q = RPR`. A matrix `X` represents the
half-gradient step on `Q`, that is `RXR = Q - G(Q)/2`, exactly when `X = 3PSP - 2PSPSP`. -/
theorem nonorthogonal_half_gradient_step (R S P X : Matrix n n ℝ) (hS : S = R * R)
    (hR : IsUnit R) :
    R * X * R = R * P * R - (1 / 2 : ℝ) • gradient (R * P * R) ↔ X = overlapStep S P := by
  rw [half_gradient_step, mcweenyStep_congruence R S P hS]
  constructor
  · intro h
    exact hR.mul_left_cancel (hR.mul_right_cancel h)
  · intro h
    rw [h]

/-- At `P = 1/2` (half the identity) the gradient vanishes, while the idempotency error is
the dimension divided by 16. -/
theorem half_identity_stationary :
    gradient ((1 / 2 : ℝ) • (1 : Matrix n n ℝ)) = 0 ∧
      idempotencyError ((1 / 2 : ℝ) • (1 : Matrix n n ℝ)) = (Fintype.card n : ℝ) / 16 := by
  constructor
  · simp only [gradient, smul_pow, one_pow]
    module
  · have e : (((1 / 2 : ℝ) • (1 : Matrix n n ℝ)) ^ 2 - (1 / 2 : ℝ) • (1 : Matrix n n ℝ))
        = (-1 / 4 : ℝ) • (1 : Matrix n n ℝ) := by
      simp only [smul_pow, one_pow]
      module
    rw [idempotencyError, e, smul_pow, one_pow, Matrix.trace_smul, Matrix.trace_one,
      smul_eq_mul]
    ring

end

end McWeenyGradient
```

```lean
#print axioms McWeenyGradient.gradient_unique
#print axioms McWeenyGradient.deriv_neg_gradient_lt_zero
#print axioms McWeenyGradient.nonorthogonal_half_gradient_step
#print axioms McWeenyGradient.half_identity_stationary
```

```
'McWeenyGradient.gradient_unique' depends on axioms: [propext, Classical.choice, Quot.sound]
'McWeenyGradient.deriv_neg_gradient_lt_zero' depends on axioms: [propext, Classical.choice, Quot.sound]
'McWeenyGradient.nonorthogonal_half_gradient_step' depends on axioms: [propext, Classical.choice, Quot.sound]
'McWeenyGradient.half_identity_stationary' depends on axioms: [propext, Classical.choice, Quot.sound]
```

## From the hand calculation to the proof

`trace_mul_transpose_pos` writes Tr(AAᵀ) as a sum of squares and finds a nonzero entry. It supplies the positivity for both uniqueness and descent.

`hasDerivAt_trace_sq` treats a general path A + sB + s²C. Its local fact `quartic` differentiates a scalar quartic at zero, and `hf` expands the matrix square into that form. The tactic `module` collects the scalar coefficients while leaving the order of matrix products alone. Cyclicity then merges Tr(AB) and Tr(BA).

`hasDerivAt_idempotencyError` inserts the particular B and C found above. The equation `hG` splits GD into the three terms containing A, and `Matrix.trace_mul_cycle` moves D to the right.

`gradient_unique` argues by contradiction: it tests the direction (K − G)ᵀ and uses the fact that a derivative has only one value. `deriv_neg_gradient_lt_zero` first shows that G inherits the symmetry of P, then applies the same positivity.

`half_gradient_step` is a comparison of coefficients, and `mcweenyStep_congruence` replaces S by RR and multiplies out. `nonorthogonal_half_gradient_step` combines them and cancels R from the right and from the left. `half_identity_stationary` evaluates both polynomials at I/2.
